# Under $\sigma_z\otimes\sum_k g_k\sigma_z^{(k)}$, a bath in $+x$ multiplies the central coherence by $\prod_k\cos(2g_kt)$

To follow a spin qubit that loses phase to $n$ surrounding spins, one can multiply a single matrix element by $n$ cosines instead of propagating a joint state of dimension $2^{n+1}$. This step is valid when the Hamiltonian consists only of a $\sigma_z\sigma_z$ coupling between the qubit and each bath spin, and all bath spins start in $+x$, uncorrelated with the qubit. Within those limits it also gives a closed-form reference for numerical spin-bath simulations. The formula in the title is written in units with $\hbar=1$.

Each assumption is taken in turn below. The examples of what fails when one is relaxed are short calculations in the prose and carry no Lean proof.

## The spins, their coupling and the reduced state

Index 0 means spin up and index 1 spin down. The signs $\epsilon_0=1$, $\epsilon_1=-1$ are `sgn` in Lean.

```lean
import Mathlib

open Matrix
open scoped Kronecker

namespace CentralSpinDephasing

noncomputable section

variable {n : ℕ}

/-- The Pauli matrix `σ_z`. -/
def sigmaZ : Matrix (Fin 2) (Fin 2) ℂ := !![1, 0; 0, -1]

/-- The density matrix `|+x⟩⟨+x|` of one spin. -/
def plusX : Matrix (Fin 2) (Fin 2) ℂ := !![1/2, 1/2; 1/2, 1/2]

/-- The sign `+1` for spin up and `-1` for spin down. -/
def sgn : Fin 2 → ℝ := ![1, -1]
```

A bath configuration $s$ assigns 0 or 1 to each bath spin $k$; in Lean it is a function `Fin n → Fin 2`. A tensor product over the bath then has products of one-spin entries as its entries, and $\sigma_z^{(k)}$ is such a product with identities on the other sites.

```lean
/-- The tensor product of one-spin matrices, one for each bath spin. -/
def productOp (A : Fin n → Matrix (Fin 2) (Fin 2) ℂ) :
    Matrix (Fin n → Fin 2) (Fin n → Fin 2) ℂ :=
  Matrix.of fun s s' => ∏ k, A k (s k) (s' k)

/-- `σ_z` on bath spin `k`, with the identity on all other bath spins. -/
def siteZ (k : Fin n) : Matrix (Fin n → Fin 2) (Fin n → Fin 2) ℂ :=
  productOp (Function.update (fun _ => (1 : Matrix (Fin 2) (Fin 2) ℂ)) k sigmaZ)
```

The real number $g_k$ is the coupling to bath spin $k$. With $\hbar=1$ the Hamiltonian is $H=\sigma_z\otimes\sum_k g_k\sigma_z^{(k)}$. It is written with Pauli matrices, so a coupling $A_kS_zI_z^{(k)}$ between spin operators corresponds to $g_k=A_k/4$. The propagator $U=e^{-itH}$ is the matrix exponential itself.

```lean
/-- The Hamiltonian `σ_z ⊗ ∑_k g_k σ_z^(k)`. -/
def hamiltonian (g : Fin n → ℝ) :
    Matrix (Fin 2 × (Fin n → Fin 2)) (Fin 2 × (Fin n → Fin 2)) ℂ :=
  sigmaZ ⊗ₖ ∑ k, (g k : ℂ) • siteZ k

/-- The energy of a joint configuration of central spin and bath. -/
def energy (g : Fin n → ℝ) (p : Fin 2 × (Fin n → Fin 2)) : ℝ :=
  sgn p.1 * ∑ k, g k * sgn (p.2 k)

/-- The time evolution operator `exp(-i t H)`, with `ħ = 1`. -/
def propagator (g : Fin n → ℝ) (t : ℝ) :
    Matrix (Fin 2 × (Fin n → Fin 2)) (Fin 2 × (Fin n → Fin 2)) ℂ :=
  NormedSpace.exp ((-(Complex.I * (t : ℂ))) • hamiltonian g)
```

The central spin starts in $\rho$ and bath spin $k$ in $\beta_k$. The reduced state is the partial trace of $U(\rho\otimes\bigotimes_k\beta_k)U^\dagger$ over the bath. Lean lets $\rho$ be any complex $2\times2$ matrix, so density matrices are a special case.

```lean
/-- The partial trace over the bath. -/
def traceBath (M : Matrix (Fin 2 × (Fin n → Fin 2)) (Fin 2 × (Fin n → Fin 2)) ℂ) :
    Matrix (Fin 2) (Fin 2) ℂ :=
  Matrix.of fun a b => ∑ s, M (a, s) (b, s)

/-- The reduced state of the central spin at time `t`, when it starts in `ρ` and bath spin `k`
starts in `β k`, without initial correlations. -/
def centralState (g : Fin n → ℝ) (β : Fin n → Matrix (Fin 2) (Fin 2) ℂ)
    (ρ : Matrix (Fin 2) (Fin 2) ℂ) (t : ℝ) : Matrix (Fin 2) (Fin 2) ℂ :=
  traceBath (propagator g t * (ρ ⊗ₖ productOp β) * (propagator g t)ᴴ)
```

The next lemma shows that `plusX` has unit trace and is unchanged when multiplied by $\sigma_x$ from the left. Since its entries are real and symmetric, it is also Hermitian, and the three properties together single out $|{+x}\rangle\langle{+x}|$.

```lean
/-- Multiplying `plusX` by `σ_x` from the left gives `plusX` again, and `plusX` has unit trace. -/
theorem plusX_eigenstate : !![0, 1; 1, 0] * plusX = plusX ∧ plusX.trace = 1 := by
  constructor
  · ext i j
    fin_cases i <;> fin_cases j <;> simp [plusX, Matrix.mul_apply, Fin.sum_univ_succ]
  · rw [Matrix.trace_fin_two]
    norm_num [plusX]
```

## Coupling along z, with real strengths

Physically, no term flips a spin. If the Zeeman frequencies of the qubit and the bath spins are large and well separated compared with the coupling, the flip terms in that coupling average out (the secular approximation), and the rotating frame removes the Zeeman terms. Couplings between bath spins, which can still flip pairs of them, are neglected as well. These steps from the laboratory Hamiltonian to $H$ are assumed here.

By hand, $H$ is diagonal in the joint configurations, with energies
$$E(a,s)=\epsilon_a\sum_k g_k\epsilon_{s_k},$$
so $U$ multiplies configuration $(a,s)$ by $e^{-iE(a,s)t}$.

The proof follows the same route. In `siteZ_eq_diagonal`, equal configurations leave only the factor at site $k$, while configurations that differ at some site $j$ pick up a zero factor there.

```lean
/-- `σ_z` is diagonal, with the spin signs on the diagonal. -/
theorem sigmaZ_eq_diagonal : sigmaZ = diagonal fun a => (sgn a : ℂ) := by
  ext a b
  fin_cases a <;> fin_cases b <;> simp [sigmaZ, sgn]

/-- `σ_z` on bath spin `k` is diagonal and reads off the sign of that spin. -/
theorem siteZ_eq_diagonal (k : Fin n) : siteZ k = diagonal fun s => (sgn (s k) : ℂ) := by
  ext s s'
  simp only [siteZ, productOp, Matrix.of_apply]
  by_cases h : s = s'
  · subst h
    rw [diagonal_apply_eq, Finset.prod_eq_single k]
    · simp [sigmaZ_eq_diagonal]
    · intro j _ hj
      simp [Function.update_of_ne hj]
    · intro hk
      exact absurd (Finset.mem_univ k) hk
  · -- a site where the configurations differ contributes a zero factor
    obtain ⟨j, hj⟩ := Function.ne_iff.mp h
    rw [diagonal_apply_ne _ h]
    apply Finset.prod_eq_zero (Finset.mem_univ j)
    by_cases hjk : j = k
    · subst hjk
      simp [sigmaZ_eq_diagonal, hj]
    · simp [Function.update_of_ne hjk, Matrix.one_apply_ne hj]

/-- The Hamiltonian is diagonal in the joint spin configurations. -/
theorem hamiltonian_eq_diagonal (g : Fin n → ℝ) :
    hamiltonian g = diagonal fun p => (energy g p : ℂ) := by
  ext ⟨a, s⟩ ⟨b, s'⟩
  simp only [hamiltonian, kroneckerMap_apply, Matrix.sum_apply, Matrix.smul_apply,
    siteZ_eq_diagonal, sigmaZ_eq_diagonal, diagonal_apply, Prod.mk.injEq]
  by_cases hab : a = b <;> by_cases hs : s = s' <;> simp [hab, hs, energy]
```

For the propagator, `Matrix.exp_diagonal` moves the exponential onto the diagonal, and `hexp` shows that its series can be summed entry by entry.

```lean
/-- Time evolution multiplies each joint configuration by the phase `exp(-i t E)`. -/
theorem propagator_eq_diagonal (g : Fin n → ℝ) (t : ℝ) :
    propagator g t =
      diagonal fun p => Complex.exp (-(Complex.I * (t : ℂ)) * (energy g p : ℂ)) := by
  -- the exponential series of a function is summed pointwise
  have hexp : ∀ (v : Fin 2 × (Fin n → Fin 2) → ℂ) (q : Fin 2 × (Fin n → Fin 2)),
      NormedSpace.exp v q = NormedSpace.exp (v q) := by
    intro v q
    have hs : Summable fun m : ℕ => ((m.factorial : ℂ)⁻¹) • v ^ m :=
      Pi.summable.2 fun r => NormedSpace.expSeries_summable' (𝕂 := ℂ) (v r)
    have h1 : NormedSpace.exp v = ∑' m : ℕ, ((m.factorial : ℂ)⁻¹) • v ^ m :=
      congrFun (NormedSpace.exp_eq_tsum (𝕂 := ℂ)) v
    have h2 : NormedSpace.exp (v q) = ∑' m : ℕ, ((m.factorial : ℂ)⁻¹) • (v q) ^ m :=
      congrFun (NormedSpace.exp_eq_tsum (𝕂 := ℂ)) (v q)
    rw [h1, h2]
    exact tsum_apply hs
  rw [propagator, hamiltonian_eq_diagonal, ← Matrix.diagonal_smul, Matrix.exp_diagonal]
  congr 1
  funext p
  rw [Complex.exp_eq_exp_ℂ]
  exact hexp _ p
```

With a transverse field the populations need not stay fixed: if $H$ is replaced by $\tfrac{\Omega}{2}\sigma_x$ on the central spin, with $\Omega$ a real frequency, a spin that starts up is found up with probability $\cos^2(\Omega t/2)$. A central field along $z$ does less harm, since it only adds a phase to the coherence.

Real $g_k$ make $H$ Hermitian. For one bath spin in $+x$ with $g_0=i\kappa$, $\kappa$ real, the same formula for the reduced state would multiply the populations by $\cosh(2\kappa t)$ and leave the coherence alone.

## No correlations at the start

The joint initial state is a product over the central spin and all bath spins. By hand, the partial trace sets the two bath configurations equal, and
$$\rho_{ab}(t)=\rho_{ab}\sum_s e^{-i[E(a,s)-E(b,s)]t}\prod_k(\beta_k)_{s_ks_k}.$$
The energy difference is $(\epsilon_a-\epsilon_b)\sum_k g_k\epsilon_{s_k}$, a sum over sites, so the phase is a product over sites. The sum over configurations therefore factorises:
$$\rho_{ab}(t)=\rho_{ab}\prod_k\sum_{\sigma=0,1}(\beta_k)_{\sigma\sigma}\,e^{-i(\epsilon_a-\epsilon_b)g_k\epsilon_\sigma t}.$$
Here $\sigma$, as in the Lean statement, is the index of one bath spin and not a Pauli matrix. Only the diagonal entries of each $\beta_k$ appear.

In the proof, `Finset.prod_univ_sum` performs the factorisation, read from right to left. The step `hstar` conjugates the phase from $U^\dagger$, which is where the reality of the energies enters, and `hphase` is the energy difference.

```lean
/-- For any product state of the bath, each entry of the central state is multiplied by one
factor per bath spin, which involves only the diagonal entries of that spin's matrix. -/
theorem centralState_apply (g : Fin n → ℝ) (β : Fin n → Matrix (Fin 2) (Fin 2) ℂ)
    (ρ : Matrix (Fin 2) (Fin 2) ℂ) (t : ℝ) (a b : Fin 2) :
    centralState g β ρ t a b = ρ a b * ∏ k, ∑ σ, β k σ σ *
      Complex.exp (-(Complex.I * (t : ℂ)) * (((sgn a - sgn b) * g k * sgn σ : ℝ) : ℂ)) := by
  rw [centralState, propagator_eq_diagonal, diagonal_conjTranspose]
  simp only [traceBath, Matrix.of_apply, mul_diagonal, diagonal_mul, kroneckerMap_apply,
    productOp, Pi.star_apply]
  -- a product of one-spin sums is a sum over bath configurations
  rw [Finset.prod_univ_sum, Fintype.piFinset_univ, Finset.mul_sum]
  refine Finset.sum_congr rfl fun s _ => ?_
  have hstar : star (Complex.exp (-(Complex.I * (t : ℂ)) * (energy g (b, s) : ℂ))) =
      Complex.exp (Complex.I * (t : ℂ) * (energy g (b, s) : ℂ)) := by
    rw [Complex.star_def, ← Complex.exp_conj]
    simp
  have hphase : ∑ k, -(Complex.I * (t : ℂ)) * (((sgn a - sgn b) * g k * sgn (s k) : ℝ) : ℂ) =
      -(Complex.I * (t : ℂ)) * (energy g (a, s) : ℂ) +
        Complex.I * (t : ℂ) * (energy g (b, s) : ℂ) := by
    simp only [energy, Complex.ofReal_mul, Complex.ofReal_sum, Complex.ofReal_sub,
      Finset.mul_sum, ← Finset.sum_add_distrib]
    refine Finset.sum_congr rfl fun k _ => ?_
    ring
  rw [hstar, Finset.prod_mul_distrib, ← Complex.exp_sum, hphase, Complex.exp_add]
  ring
```

If the bath spins are correlated with each other, the product form can fail. Two bath spins that are both up or both down, with probability $\tfrac12$ each, give the factor $\cos(2(g_0+g_1)t)$ instead of $\cos(2g_0t)\cos(2g_1t)$.

If the central spin is correlated with the bath, there may be no multiplying factor at all. For one bath spin and the joint state $(|0\rangle|{+x}\rangle+|1\rangle|{-x}\rangle)/\sqrt2$, the central coherence starts at zero and becomes $-\tfrac{i}{2}\sin(2g_0t)$.

## Bath spins in +x

A spin in $+x$ is up or down with equal weight, so the central spin sees a field of either sign. Both diagonal entries of $\beta_k$ are $\tfrac12$, and with $\theta_k=(\epsilon_a-\epsilon_b)g_kt$ each factor becomes
$$\tfrac12\left(e^{-i\theta_k}+e^{i\theta_k}\right)=\cos\theta_k.$$
For $a=b$ this is 1, so the populations $\rho_{00}$ and $\rho_{11}$ stay fixed. For $(a,b)=(0,1)$ it is $\cos(2g_kt)$, and for $(1,0)$ it is $\cos(-2g_kt)$, which is the same. Both off-diagonal elements are thus multiplied by
$$C=\prod_k\cos(2g_kt).$$

The theorem states all four entries as one matrix equation, for every $n$, every real $g$ and $t$, and every $\rho$. With no bath spins the product is empty and $C=1$. In the proof, `e` is the cosine formula for general $a,b$, `h0` and `h1` are the two phases, and `c10` uses that the cosine is even.

```lean
/-- Central spin dephasing: with all bath spins starting in `+x`, the populations of the central
spin stay fixed and its off-diagonal elements are multiplied by `∏_k cos(2 g_k t)`. -/
theorem central_spin_dephasing (g : Fin n → ℝ) (ρ : Matrix (Fin 2) (Fin 2) ℂ) (t : ℝ) :
    centralState g (fun _ => plusX) ρ t =
      !![ρ 0 0, ρ 0 1 * ((∏ k, Real.cos (2 * g k * t) : ℝ) : ℂ);
         ρ 1 0 * ((∏ k, Real.cos (2 * g k * t) : ℝ) : ℂ), ρ 1 1] := by
  -- the two phases of each bath spin average to a cosine
  have e : ∀ a b, centralState g (fun _ => plusX) ρ t a b =
      ρ a b * ((∏ k, Real.cos ((sgn a - sgn b) * g k * t) : ℝ) : ℂ) := by
    intro a b
    rw [centralState_apply, Complex.ofReal_prod]
    congr 1
    refine Finset.prod_congr rfl fun k _ => ?_
    have h0 : -(Complex.I * (t : ℂ)) * (((sgn a - sgn b) * g k * sgn 0 : ℝ) : ℂ) =
        -(((sgn a - sgn b) * g k * t : ℝ) : ℂ) * Complex.I := by
      have : sgn 0 = 1 := rfl
      rw [this]
      push_cast
      ring
    have h1 : -(Complex.I * (t : ℂ)) * (((sgn a - sgn b) * g k * sgn 1 : ℝ) : ℂ) =
        (((sgn a - sgn b) * g k * t : ℝ) : ℂ) * Complex.I := by
      have : sgn 1 = -1 := rfl
      rw [this]
      push_cast
      ring
    have p0 : plusX 0 0 = 1 / 2 := rfl
    have p1 : plusX 1 1 = 1 / 2 := rfl
    rw [Fin.sum_univ_two, h0, h1, p0, p1, Complex.ofReal_cos, Complex.cos]
    ring
  have s0 : sgn 0 = 1 := rfl
  have s1 : sgn 1 = -1 := rfl
  have c01 : ∀ k, Real.cos ((1 - -1) * g k * t) = Real.cos (2 * g k * t) := by
    intro k
    congr 1
    ring
  have c10 : ∀ k, Real.cos ((-1 - 1) * g k * t) = Real.cos (2 * g k * t) := by
    intro k
    rw [← Real.cos_neg]
    congr 1
    ring
  rw [Matrix.eta_fin_two (centralState g (fun _ => plusX) ρ t), e, e, e, e]
  simp only [s0, s1, c01, c10, sub_self, zero_mul, Real.cos_zero, Finset.prod_const_one,
    Complex.ofReal_one, mul_one]
```

A bath spin that starts up contributes $e^{-2ig_kt}$ to $\rho_{01}$, a phase without any loss of coherence. What the cosine needs is equal populations of $\tfrac12$; a maximally mixed bath spin gives it too.

## A coherence that is nonzero at the start

The condition $\rho_{01}\neq0$ says that there is a coherence to lose. The product $\rho_{01}C$ then vanishes exactly when some cosine does, that is, when $2g_kt$ is an odd multiple of $\pi/2$ for some $k$. The proof cancels $\rho_{01}$ with `or_iff_right hρ` and applies `Real.cos_eq_zero_iff` to the factors.

```lean
/-- With a `+x` bath, an initially nonzero coherence vanishes at time `t` exactly when `2 g_k t`
is an odd multiple of `π/2` for some bath spin `k`. -/
theorem coherence_eq_zero_iff (g : Fin n → ℝ) (ρ : Matrix (Fin 2) (Fin 2) ℂ) (t : ℝ)
    (hρ : ρ 0 1 ≠ 0) :
    centralState g (fun _ => plusX) ρ t 0 1 = 0 ↔
      ∃ k, ∃ m : ℤ, 2 * g k * t = (2 * m + 1) * Real.pi / 2 := by
  rw [central_spin_dephasing]
  change ρ 0 1 * ((∏ k, Real.cos (2 * g k * t) : ℝ) : ℂ) = 0 ↔ _
  rw [mul_eq_zero, or_iff_right hρ, Complex.ofReal_eq_zero, Finset.prod_eq_zero_iff]
  simp only [Finset.mem_univ, true_and, Real.cos_eq_zero_iff]
```

If $\rho_{01}=0$, the coherence is zero at all times, including $t=0$, where no cosine vanishes.

## Couplings that are integer multiples of one value

Let $g_k=m_k\gamma$ with integers $m_k$ and a common real $\gamma$. At a time with $\gamma t=\pi$, each angle is $2g_kt=2\pi m_k$, every cosine is 1, and the central spin is back in $\rho$. The step `hk` is this substitution.

```lean
/-- With a `+x` bath whose couplings are all integer multiples of `γ`, the central spin is back
in its initial state at a time `t` with `γ t = π`. -/
theorem complete_revival (m : Fin n → ℤ) (γ t : ℝ) (ht : γ * t = Real.pi)
    (ρ : Matrix (Fin 2) (Fin 2) ℂ) :
    centralState (fun k => m k * γ) (fun _ => plusX) ρ t = ρ := by
  have h : ∏ k, Real.cos (2 * (m k * γ) * t) = 1 := by
    refine Finset.prod_eq_one fun k _ => ?_
    have hk : 2 * (m k * γ) * t = m k * (2 * Real.pi) := by
      rw [← ht]
      ring
    rw [hk, Real.cos_int_mul_two_pi]
  rw [central_spin_dephasing, h, Complex.ofReal_one, mul_one, mul_one]
  exact (Matrix.eta_fin_two ρ).symm
```

This need not be the first revival: at $\gamma t=\pi/2$ one has $C=(-1)^{\sum_k m_k}$, which is already 1 when the sum is even. For two bath spins whose couplings have an irrational ratio, $|C|=1$ only at $t=0$, so a nonzero coherence never returns in full.

## Equal couplings and a time with $\sin(2gt)\neq0$

Here each added bath spin has the same coupling $g$, and $t$ is held fixed. Then $C=\cos^n(2gt)$. Since $\cos^2(2gt)=1-\sin^2(2gt)<1$, the coherence $\rho_{01}C$ tends to zero as $n$ grows. In the proof, `hc` is the bound on the cosine and `e` is the power formula.

```lean
/-- For `n` bath spins in `+x` with equal coupling `g`, the coherence at a fixed time `t` with
`sin(2 g t) ≠ 0` tends to zero as `n` grows. -/
theorem coherence_tendsto_zero (g t : ℝ) (h : Real.sin (2 * g * t) ≠ 0)
    (ρ : Matrix (Fin 2) (Fin 2) ℂ) :
    Filter.Tendsto (fun n : ℕ => centralState (fun _ : Fin n => g) (fun _ => plusX) ρ t 0 1)
      Filter.atTop (nhds 0) := by
  have hc : |Real.cos (2 * g * t)| < 1 := by
    rw [← sq_lt_one_iff_abs_lt_one]
    have hs : 0 < Real.sin (2 * g * t) ^ 2 := by positivity
    linarith [Real.sin_sq_add_cos_sq (2 * g * t)]
  have e : ∀ n : ℕ, centralState (fun _ : Fin n => g) (fun _ => plusX) ρ t 0 1 =
      ρ 0 1 * ((Real.cos (2 * g * t) ^ n : ℝ) : ℂ) := by
    intro n
    rw [central_spin_dephasing, Finset.prod_const, Finset.card_univ, Fintype.card_fin]
    rfl
  simp only [e]
  have hlim := (Complex.continuous_ofReal.tendsto 0).comp
    (tendsto_pow_atTop_nhds_zero_of_abs_lt_one hc)
  simpa using hlim.const_mul (ρ 0 1)

end

end CentralSpinDephasing
```

When $\sin(2gt)=0$, the coherence keeps its modulus $|\rho_{01}|$ for every $n$. It also matters that $g$ stays fixed as the bath grows: with a common coupling $g/\sqrt n$ the limit is $\rho_{01}e^{-2g^2t^2}$.

```lean
#print axioms CentralSpinDephasing.central_spin_dephasing
#print axioms CentralSpinDephasing.coherence_eq_zero_iff
#print axioms CentralSpinDephasing.complete_revival
#print axioms CentralSpinDephasing.coherence_tendsto_zero
```

```
'CentralSpinDephasing.central_spin_dephasing' depends on axioms: [propext, Classical.choice, Quot.sound]
'CentralSpinDephasing.coherence_eq_zero_iff' depends on axioms: [propext, Classical.choice, Quot.sound]
'CentralSpinDephasing.complete_revival' depends on axioms: [propext, Classical.choice, Quot.sound]
'CentralSpinDephasing.coherence_tendsto_zero' depends on axioms: [propext, Classical.choice, Quot.sound]
```
